# For N noninteracting copies in a product of identical states, energy mean and variance are N times the one-copy values

## Definitions and conventions

Each site i has the same finite basis n. A configuration x assigns a basis label xᵢ to every site, and x[i→a] is x with the label at i replaced by a. Wavefunctions are complex functions of x, with

⟨u|v⟩ = Σₓ u(x)* v(x).

For a unit vector ψ, the mean and variance of an operator A are

⟨A⟩ = ⟨ψ|Aψ⟩,  Var A = ⟨A²⟩ − ⟨A⟩².

A one-site matrix hᵢ gives the site operator ĥᵢ, and the Hamiltonian has no interaction:

(ĥᵢΨ)(x) = Σₐ hᵢ(xᵢ,a) Ψ(x[i→a]),  H = Σᵢ ĥᵢ.

The state is Ψ(x) = ∏ᵢ fᵢ(xᵢ) with unit vectors fᵢ. Write eᵢ and vᵢ for the mean and variance of hᵢ in fᵢ.

## Adding means and variances

The overlap with another product state Φ(x) = ∏ᵢ gᵢ(xᵢ) factorises, because the sum over x is an independent sum over each label:

⟨Ψ|Φ⟩ = ∏ᵢ ⟨fᵢ|gᵢ⟩.

A site operator changes one factor:

(ĥᵢΨ)(x) = (hᵢfᵢ)(xᵢ) ∏ₖ≠ᵢ fₖ(xₖ).

All other overlaps equal 1, so ⟨ĥᵢ⟩ = eᵢ and ⟨H⟩ = Σᵢ eᵢ. In the same way,

⟨ĥᵢĥⱼ⟩ = eᵢeⱼ for i ≠ j,
⟨ĥᵢĥᵢ⟩ = ⟨fᵢ|hᵢ²fᵢ⟩ = eᵢ² + vᵢ.

Summing over all pairs gives

⟨H²⟩ = (Σᵢ eᵢ)² + Σᵢ vᵢ,  hence Var H = Σᵢ vᵢ.

For N identical copies with mean e and variance s², these are N e and N s².

## Hermiticity and the residual

The algebra above never uses Hermiticity. It is needed to read the variance as a spread. In

⟨u|ĥᵢv⟩ = Σₓ,ₐ u(x)* hᵢ(xᵢ,a) v(x[i→a])

put y = x[i→a] and b = xᵢ, so that x = y[i→b] and a = yᵢ. Since hᵢ(b,yᵢ) = hᵢ(yᵢ,b)*, the sum becomes ⟨ĥᵢu|v⟩, and H is symmetric.

For symmetric A and E = ⟨A⟩, expanding the square gives

Σₓ |Aψ(x) − Eψ(x)|² = ⟨A²⟩ − E² − E*E + E*E = Var A.

Without Hermiticity this fails already for one site with two basis states. Let h have the single nonzero entry h(1,2) = 1, and let φ = (0,1). Then hφ = (1,0), ⟨h⟩ = 0 and h² = 0. The variance is 0 but the squared residual is 1.

## Local energies in sampling

Where no fᵢ(xᵢ) vanishes, dividing HΨ by Ψ cancels all unchanged factors:

(HΨ)(x)/Ψ(x) = Σᵢ (hᵢfᵢ)(xᵢ)/fᵢ(xᵢ).

Take N noninteracting copies with the same real symmetric matrix h, each in the same real unit vector φ without zeros. Then s² is the variance of the one-copy local energy under φ² sampling, and N s² is that of the total local energy under Ψ² sampling. If s² > 0, the number of independent samples needed for a fixed standard error in the total energy therefore grows in proportion to N. If s² = 0, the local energy is constant and one sample is enough.

## The statement in Lean

`mean_and_variance_of_copies` takes the sites to be `Fin N`, with the same `h` and `φ` on each. `h.mulVecLin` is the one-site operator, and `Function.update x i a` is x[i→a]. `mean` does not divide by the norm, so `hφ` supplies normalisation. Both quantities are complex-valued; `variance_eq_residual` shows that the variance is real and nonnegative for symmetric operators.

For N = 1 the theorem returns the one-copy values. For N = 0 there is one empty configuration, H = 0, and both sides vanish.

The copies are distinguishable: interactions, entangled or antisymmetrised states and continuous coordinates are not covered.

```lean
import Mathlib

open Matrix

namespace NoninteractingCopies

noncomputable section

variable {X ι n : Type*} [Fintype X] [Fintype ι] [DecidableEq ι] [Fintype n]

/-- The inner product of two wavefunctions on a finite configuration space. -/
def overlap (u v : X → ℂ) : ℂ := ∑ x, star (u x) * v x

/-- The expectation value of the operator `A` in the unit vector `ψ`. -/
def mean (A : Module.End ℂ (X → ℂ)) (ψ : X → ℂ) : ℂ := overlap ψ (A ψ)

/-- The variance of `A` in the unit vector `ψ`: mean of the square minus square of the mean. -/
def variance (A : Module.End ℂ (X → ℂ)) (ψ : X → ℂ) : ℂ :=
  mean (A * A) ψ - mean A ψ ^ 2

/-- The local energy of `ψ` at a configuration `x` with `ψ x ≠ 0`. -/
def localEnergy (A : Module.End ℂ (X → ℂ)) (ψ : X → ℂ) (x : X) : ℂ := A ψ x / ψ x

/-- The one-site matrix `h` acting on site `i` and leaving all other sites alone. -/
def siteOp (h : Matrix n n ℂ) (i : ι) : Module.End ℂ ((ι → n) → ℂ) where
  toFun Ψ x := ∑ a, h (x i) a * Ψ (Function.update x i a)
  map_add' u v := by
    ext x
    simp [mul_add, Finset.sum_add_distrib]
  map_smul' c u := by
    ext x
    simp [Finset.mul_sum, mul_left_comm]

/-- The Hamiltonian without interaction: the sum of one-site terms over all sites. -/
def hamiltonian (h : ι → Matrix n n ℂ) : Module.End ℂ ((ι → n) → ℂ) :=
  ∑ i, siteOp (h i) i

/-- The product state in which site `i` is in the state `f i`. -/
def productState (f : ι → n → ℂ) (x : ι → n) : ℂ := ∏ i, f i (x i)

omit [DecidableEq ι] in
/-- The inner product is additive in its second argument. -/
theorem overlap_sum (u : X → ℂ) (v : ι → X → ℂ) :
    overlap u (∑ i, v i) = ∑ i, overlap u (v i) := by
  simp only [overlap, Finset.sum_apply, Finset.mul_sum]
  exact Finset.sum_comm

/-- The overlap of two product states is the product of the one-site overlaps. -/
theorem overlap_product (f g : ι → n → ℂ) :
    overlap (productState f) (productState g) = ∏ i, overlap (f i) (g i) := by
  simp only [overlap, productState, star_prod, ← Finset.prod_mul_distrib]
  rw [Finset.prod_univ_sum, Fintype.piFinset_univ]

/-- A site operator acts on a product state by changing only the factor of its own site. -/
theorem siteOp_product (h : Matrix n n ℂ) (i : ι) (f : ι → n → ℂ) :
    siteOp h i (productState f) = productState (Function.update f i (h *ᵥ f i)) := by
  ext x
  change ∑ a, h (x i) a * ∏ j, f j (Function.update x i a j) =
    ∏ j, Function.update f i (h *ᵥ f i) j (x j)
  -- split off the factor of site `i` on both sides
  have hl : ∀ a, ∏ j, f j (Function.update x i a j) =
      f i a * ∏ j ∈ Finset.univ.erase i, f j (x j) := by
    intro a
    rw [← Finset.mul_prod_erase Finset.univ _ (Finset.mem_univ i), Function.update_self]
    congr 1
    exact Finset.prod_congr rfl fun j hj => by
      rw [Function.update_of_ne (Finset.ne_of_mem_erase hj)]
  have hr : ∏ j, Function.update f i (h *ᵥ f i) j (x j) =
      (h *ᵥ f i) (x i) * ∏ j ∈ Finset.univ.erase i, f j (x j) := by
    rw [← Finset.mul_prod_erase Finset.univ _ (Finset.mem_univ i), Function.update_self]
    congr 1
    exact Finset.prod_congr rfl fun j hj => by
      rw [Function.update_of_ne (Finset.ne_of_mem_erase hj)]
  rw [hr]
  simp only [hl, Matrix.mulVec, dotProduct, Finset.sum_mul, mul_assoc]

/-- In a product of unit vectors, terms on different sites are uncorrelated, and a term
correlates with itself through its one-site variance. -/
theorem site_correlation (h : ι → Matrix n n ℂ) (f : ι → n → ℂ)
    (hf : ∀ i, overlap (f i) (f i) = 1) (i j : ι) :
    overlap (productState f) (siteOp (h i) i (siteOp (h j) j (productState f))) =
      mean (h i).mulVecLin (f i) * mean (h j).mulVecLin (f j) +
        if i = j then variance (h i).mulVecLin (f i) else 0 := by
  by_cases hij : i = j
  · subst hij
    rw [if_pos rfl, siteOp_product, siteOp_product, Function.update_self,
      Function.update_idem, overlap_product, Fintype.prod_eq_single i]
    · simp only [Function.update_self, variance, mean, Module.End.mul_apply,
        Matrix.mulVecLin_apply]
      ring
    · intro k hk
      simp only [Function.update_of_ne hk, hf]
  · rw [if_neg hij, add_zero, siteOp_product, siteOp_product, Function.update_of_ne hij,
      overlap_product, Fintype.prod_eq_mul i j hij]
    · simp only [Function.update_self, Function.update_of_ne (Ne.symm hij), mean,
        Matrix.mulVecLin_apply]
    · intro k hk
      simp only [Function.update_of_ne hk.1, Function.update_of_ne hk.2, hf]

/-- In a product of unit vectors the mean energy is the sum of the one-site means. -/
theorem mean_additive (h : ι → Matrix n n ℂ) (f : ι → n → ℂ)
    (hf : ∀ i, overlap (f i) (f i) = 1) :
    mean (hamiltonian h) (productState f) = ∑ i, mean (h i).mulVecLin (f i) := by
  rw [mean, hamiltonian, LinearMap.sum_apply, overlap_sum]
  refine Finset.sum_congr rfl fun i _ => ?_
  rw [siteOp_product, overlap_product, Fintype.prod_eq_single i]
  · simp only [Function.update_self, mean, Matrix.mulVecLin_apply]
  · intro k hk
    simp only [Function.update_of_ne hk, hf]

/-- In a product of unit vectors the energy variance is the sum of the one-site variances. -/
theorem variance_additive (h : ι → Matrix n n ℂ) (f : ι → n → ℂ)
    (hf : ∀ i, overlap (f i) (f i) = 1) :
    variance (hamiltonian h) (productState f) = ∑ i, variance (h i).mulVecLin (f i) := by
  rw [variance, mean_additive h f hf, mean]
  -- expand the squared Hamiltonian into pairs of sites
  simp only [hamiltonian, Module.End.mul_apply, LinearMap.sum_apply, map_sum, overlap_sum,
    site_correlation h f hf, Finset.sum_add_distrib, Finset.sum_ite_eq', Finset.mem_univ,
    if_true]
  -- the products of means cancel against the squared mean
  have hc : ∑ j, ∑ i, mean (h i).mulVecLin (f i) * mean (h j).mulVecLin (f j) =
      ∑ j, ∑ i, mean (h j).mulVecLin (f j) * mean (h i).mulVecLin (f i) :=
    Finset.sum_congr rfl fun j _ => Finset.sum_congr rfl fun i _ => mul_comm _ _
  rw [sq, Finset.sum_mul_sum, hc]
  ring

/-- For `N` copies without interaction, each in the unit vector `φ`, the mean energy and the
energy variance are exactly `N` times those of one copy. -/
theorem mean_and_variance_of_copies (N : ℕ) (h : Matrix n n ℂ) (φ : n → ℂ)
    (hφ : overlap φ φ = 1) :
    mean (hamiltonian fun _ : Fin N => h) (productState fun _ => φ) =
        N * mean h.mulVecLin φ ∧
      variance (hamiltonian fun _ : Fin N => h) (productState fun _ => φ) =
        N * variance h.mulVecLin φ := by
  constructor
  · rw [mean_additive _ _ (fun _ => hφ)]
    simp
  · rw [variance_additive _ _ (fun _ => hφ)]
    simp

/-- If every one-site matrix is Hermitian, the Hamiltonian of all sites is symmetric. -/
theorem hamiltonian_symmetric (h : ι → Matrix n n ℂ) (hh : ∀ i, (h i).IsHermitian)
    (u v : (ι → n) → ℂ) :
    overlap u (hamiltonian h v) = overlap (hamiltonian h u) v := by
  have hs : ∀ i, overlap u (siteOp (h i) i v) = overlap (siteOp (h i) i u) v := by
    intro i
    change ∑ x, star (u x) * ∑ a, h i (x i) a * v (Function.update x i a) =
      ∑ x, star (∑ a, h i (x i) a * u (Function.update x i a)) * v x
    simp only [star_sum, Finset.mul_sum, Finset.sum_mul]
    rw [← Finset.sum_product', ← Finset.sum_product']
    -- exchange the old and the new configuration
    refine Finset.sum_nbij' (fun p => (Function.update p.1 i p.2, p.1 i))
      (fun p => (Function.update p.1 i p.2, p.1 i)) (by simp) (by simp) (by simp) (by simp) ?_
    rintro ⟨x, a⟩ _
    simp only [Function.update_self, Function.update_idem, Function.update_eq_self, star_mul']
    rw [(hh i).apply]
    ring
  have hl : overlap (∑ i, siteOp (h i) i u) v = ∑ i, overlap (siteOp (h i) i u) v := by
    simp only [overlap, Finset.sum_apply, star_sum, Finset.sum_mul]
    exact Finset.sum_comm
  rw [hamiltonian, LinearMap.sum_apply, LinearMap.sum_apply, overlap_sum, hl]
  exact Finset.sum_congr rfl fun i _ => hs i

/-- For a symmetric operator and a unit vector, the variance is the squared norm of the
residual `A ψ - ⟨A⟩ ψ`. -/
theorem variance_eq_residual (A : Module.End ℂ (X → ℂ))
    (hA : ∀ u v, overlap u (A v) = overlap (A u) v) (ψ : X → ℂ) (hψ : overlap ψ ψ = 1) :
    variance A ψ = ((∑ x, ‖A ψ x - mean A ψ * ψ x‖ ^ 2 : ℝ) : ℂ) := by
  have key : ∀ x, ((‖A ψ x - mean A ψ * ψ x‖ ^ 2 : ℝ) : ℂ) =
      star (A ψ x) * A ψ x - mean A ψ * (star (A ψ x) * ψ x)
        - star (mean A ψ) * (star (ψ x) * A ψ x)
        + star (mean A ψ) * mean A ψ * (star (ψ x) * ψ x) := by
    intro x
    rw [← Complex.normSq_eq_norm_sq, ← Complex.mul_conj, starRingEnd_apply, star_sub,
      star_mul']
    ring
  have h1 : ∑ x, star (ψ x) * ψ x = 1 := hψ
  have h2 : ∑ x, star (ψ x) * A ψ x = mean A ψ := rfl
  have h3 : ∑ x, star (A ψ x) * ψ x = mean A ψ := (hA ψ ψ).symm
  have h4 : ∑ x, star (A ψ x) * A ψ x = mean (A * A) ψ := (hA ψ (A ψ)).symm
  rw [Complex.ofReal_sum, Finset.sum_congr rfl fun x _ => key x]
  simp only [Finset.sum_add_distrib, Finset.sum_sub_distrib, ← Finset.mul_sum]
  rw [h1, h2, h3, h4, variance]
  ring

/-- Where no one-site amplitude vanishes, the local energy of a product state is the sum of
the one-site local energies. -/
theorem localEnergy_additive (h : ι → Matrix n n ℂ) (f : ι → n → ℂ) (x : ι → n)
    (hx : ∀ i, f i (x i) ≠ 0) :
    localEnergy (hamiltonian h) (productState f) x =
      ∑ i, localEnergy (h i).mulVecLin (f i) (x i) := by
  simp only [localEnergy, hamiltonian, LinearMap.sum_apply, Finset.sum_apply,
    siteOp_product, Finset.sum_div]
  refine Finset.sum_congr rfl fun i _ => ?_
  simp only [productState]
  -- all factors cancel except the one of site `i`
  rw [← Finset.prod_div_distrib, Fintype.prod_eq_single i]
  · simp only [Function.update_self, Matrix.mulVecLin_apply]
  · intro j hj
    rw [Function.update_of_ne hj, div_self (hx j)]

end

end NoninteractingCopies
```

```lean
#print axioms NoninteractingCopies.mean_and_variance_of_copies
-- 'NoninteractingCopies.mean_and_variance_of_copies' depends on axioms: [propext, Classical.choice, Quot.sound]
#print axioms NoninteractingCopies.hamiltonian_symmetric
-- 'NoninteractingCopies.hamiltonian_symmetric' depends on axioms: [propext, Classical.choice, Quot.sound]
#print axioms NoninteractingCopies.variance_eq_residual
-- 'NoninteractingCopies.variance_eq_residual' depends on axioms: [propext, Classical.choice, Quot.sound]
#print axioms NoninteractingCopies.localEnergy_additive
-- 'NoninteractingCopies.localEnergy_additive' depends on axioms: [propext, Classical.choice, Quot.sound]
```

## From the factorised overlap to the factor N

`overlap_product` exchanges the product over sites with the sums over labels. `siteOp_product` splits off the factor of site `i` on both sides and compares the rest.

`site_correlation` treats equal and different sites separately; `Fintype.prod_eq_single` and `Fintype.prod_eq_mul` keep the one or two overlaps that can differ from 1. `mean_additive` likewise keeps a single overlap for each term of H. `variance_additive` expands H² into pairs and cancels the products of means against the squared mean. Constant summands then give the factor N.

In `hamiltonian_symmetric`, `Finset.sum_nbij'` carries out the change of variables from (x,a) to (y,b). `variance_eq_residual` expands the squared norm at each configuration, then uses symmetry to identify the sums. `localEnergy_additive` divides factor by factor, with `hx` ensuring that the unchanged factors cancel.
